# The zero-momentum occupation never exceeds the largest eigenvalue of a real symmetric density matrix

Let $\rho$ be a real symmetric one-body density matrix with nonnegative entries on $M\ge 1$ sites, and let $\lambda$ be its largest eigenvalue. The zero-momentum occupation

$$n_0=\frac1M\sum_{i,j}\rho_{ij}$$

satisfies $n_0\le\lambda\le M n_0$, and $n_0=\lambda$ holds exactly when all row sums of $\rho$ agree. For bosons on a finite lattice with such a $\rho$, a Monte Carlo simulation that measures the condensate through the zero-momentum mode therefore targets, apart from statistical error, a lower bound on $\lambda$, which can be too small by a factor of up to $M$.

## Two occupations of one matrix

In second quantisation $\rho_{ij}=\langle a_i^\dagger a_j\rangle$. The sites form a finite type `ι`, with $M$ written as `Fintype.card ι`. They carry no geometry: neither a lattice spacing nor a boundary condition enters.

```lean
import Mathlib

open Matrix

namespace CondensateEstimator

noncomputable section

variable {ι : Type*} [Fintype ι] [DecidableEq ι]
```

The natural occupations are the real numbers $\mu$ for which $\rho v=\mu v$ has a solution $v\neq0$. The vector $v$ is a natural orbital, not necessarily normalised.

```lean
/-- The natural occupations of a one-body density matrix: its real eigenvalues. -/
def naturalOccupations (ρ : Matrix ι ι ℝ) : Set ℝ :=
  {μ | ∃ v : ι → ℝ, v ≠ 0 ∧ ρ *ᵥ v = μ • v}
```

The condensate occupation $\lambda$ is the supremum of this set. That it is an attained maximum is proved below.

```lean
/-- The condensate occupation of a symmetric density matrix on a nonempty set of sites:
the supremum of its natural occupations. -/
def condensateOccupation (ρ : Matrix ι ι ℝ) : ℝ := sSup (naturalOccupations ρ)
```

The zero-momentum orbital has the amplitude $1/\sqrt M$ on every site. Its occupation is $\sum_{ij}\frac{1}{\sqrt M}\rho_{ij}\frac1{\sqrt M}=n_0$.

```lean
/-- The zero-momentum occupation on a nonempty set of sites: the sum of all entries of the
density matrix divided by the number of sites. -/
def zeroMomentumOccupation (ρ : Matrix ι ι ℝ) : ℝ :=
  (∑ i, ∑ j, ρ i j) / Fintype.card ι
```

If $N$ particles all occupy one normalised real orbital $\varphi$, then $\rho_{ij}=N\varphi_i\varphi_j$. The definition writes down this matrix for any real `N` and any real vector `φ`; the theorems about it assume $N\ge0$ and a normalised `φ`.

```lean
/-- The matrix with entries `N * φ i * φ j`. If `φ` is normalized and `N` is a number of particles,
it is the density matrix of `N` particles that all occupy the real orbital `φ`. -/
def pureCondensate (N : ℝ) (φ : ι → ℝ) : Matrix ι ι ℝ :=
  Matrix.of fun i j => N * φ i * φ j
```

These definitions concern a single finite matrix. Complex Hermitian density matrices, which occur with magnetic fields or currents, are not covered, and neither is the scaling of $\lambda$ with system size that defines condensation in the thermodynamic limit.

## The largest occupation is attained

A real symmetric matrix has an orthonormal eigenbasis. Its basis vectors are nonzero, so each eigenvalue supplied by the spectral theorem is a natural occupation.

```lean
/-- Each eigenvalue listed by the spectral theorem is a natural occupation. -/
lemma eigenvalue_mem {A : Matrix ι ι ℝ} (hA : A.IsHermitian) (i : ι) :
    hA.eigenvalues i ∈ naturalOccupations A := by
  refine ⟨(hA.eigenvectorBasis i).ofLp, ?_, hA.mulVec_eigenvectorBasis i⟩
  intro h
  exact hA.eigenvectorBasis.orthonormal.ne_zero i (by ext k; exact congrFun h k)
```

Since $M\ge1$, there is at least one natural occupation. There are also only finitely many: if $\rho v=\mu v$ with $v\ne0$, then $(\mu 1-\rho)v=0$, so $\mu1-\rho$ has no inverse and $\mu$ lies in the finite spectrum. A finite nonempty set of reals has a greatest element, which is its supremum $\lambda$.

The statement `IsGreatest` says both that $\lambda$ is an eigenvalue and that no eigenvalue exceeds it. In the proof, `hfin` is the finiteness argument, and multiplication by the supposed inverse `u⁻¹` produces the contradiction $v=0$.

```lean
/-- For a symmetric density matrix on a nonempty set of sites, the condensate occupation is
the largest eigenvalue. -/
theorem condensateOccupation_isGreatest [Nonempty ι] {ρ : Matrix ι ι ℝ} (hρ : ρ.IsSymm) :
    IsGreatest (naturalOccupations ρ) (condensateOccupation ρ) := by
  have hH : ρ.IsHermitian := by
    rw [Matrix.IsHermitian, conjTranspose_eq_transpose_of_trivial]
    exact hρ
  -- there are only finitely many eigenvalues
  have hfin : (naturalOccupations ρ).Finite := by
    refine (Set.finite_range hH.eigenvalues).subset ?_
    rintro μ ⟨v, hv, h⟩
    rw [← hH.spectrum_real_eq_range_eigenvalues, spectrum.mem_iff]
    rintro ⟨u, hu⟩
    have h0 : (algebraMap ℝ (Matrix ι ι ℝ) μ - ρ) *ᵥ v = 0 := by
      rw [Matrix.sub_mulVec, h, Algebra.algebraMap_eq_smul_one, Matrix.smul_mulVec,
        Matrix.one_mulVec, sub_self]
    rw [← hu] at h0
    have h1 := congrArg (fun w => (↑u⁻¹ : Matrix ι ι ℝ) *ᵥ w) h0
    simp only [Matrix.mulVec_mulVec, Units.inv_mul, Matrix.one_mulVec,
      Matrix.mulVec_zero] at h1
    exact hv h1
  obtain ⟨m, hm, hmax⟩ := Set.exists_max_image (naturalOccupations ρ) id hfin
    ⟨_, eigenvalue_mem hH (Classical.arbitrary ι)⟩
  have hg : IsGreatest (naturalOccupations ρ) m := ⟨hm, fun b hb => hmax b hb⟩
  rw [condensateOccupation, hg.csSup_eq]
  exact hg
```

## Shifting the spectrum

Consider $A=\lambda1-\rho$. If $Av=\alpha v$ with $v\ne0$, then $\rho v=(\lambda-\alpha)v$. Thus $\lambda-\alpha$ is a natural occupation, so $\lambda-\alpha\le\lambda$ and $\alpha\ge0$. A symmetric matrix whose eigenvalues are all nonnegative is positive semidefinite. The membership `hmem` is the middle step of this argument.

```lean
/-- For a symmetric density matrix on a nonempty set of sites, the condensate occupation
times the identity, minus the density matrix, is positive semidefinite. -/
theorem shifted_posSemidef [Nonempty ι] {ρ : Matrix ι ι ℝ} (hρ : ρ.IsSymm) :
    (condensateOccupation ρ • (1 : Matrix ι ι ℝ) - ρ).PosSemidef := by
  have hA : (condensateOccupation ρ • (1 : Matrix ι ι ℝ) - ρ).IsHermitian := by
    rw [Matrix.IsHermitian, conjTranspose_eq_transpose_of_trivial, transpose_sub,
      transpose_smul, transpose_one, hρ.eq]
  refine hA.posSemidef_iff_eigenvalues_nonneg.mpr fun i => ?_
  obtain ⟨v, hv, h⟩ := eigenvalue_mem hA i
  have hmem : condensateOccupation ρ - hA.eigenvalues i ∈ naturalOccupations ρ := by
    refine ⟨v, hv, ?_⟩
    rw [Matrix.sub_mulVec, Matrix.smul_mulVec, Matrix.one_mulVec] at h
    rw [sub_smul, ← h]
    exact (sub_sub_cancel _ _).symm
  have hle := (condensateOccupation_isGreatest hρ).2 hmem
  show (0 : ℝ) ≤ hA.eigenvalues i
  linarith
```

## Row sums limit every occupation

Suppose that $\rho_{ij}\ge0$ and that every row sum is at most $r$. Let $\rho v=\mu v$ with $v\neq 0$, and choose $i$ such that $|v_i|$ is largest. Then $|v_i|>0$ and

$$\mu|v_i|\le\Bigl|\sum_j\rho_{ij}v_j\Bigr|\le\sum_j\rho_{ij}|v_j|\le\Bigl(\sum_j\rho_{ij}\Bigr)|v_i|\le r|v_i|.$$

Division by $|v_i|$ gives $\mu\le r$. The `calc` block follows this chain.

The condition `hpos` stands for a physical situation: for bosons with density interactions and hopping amplitudes that lower the energy, the thermal state has nonnegative matrix elements in the site-occupation basis, and hence $\langle a_i^\dagger a_j\rangle\ge0$. The file takes this property as a hypothesis and does not derive it from a Hamiltonian.

```lean
omit [DecidableEq ι] in
/-- If the entries of a density matrix are nonnegative and no row sum exceeds `r`, then no
natural occupation exceeds `r`. -/
theorem occupation_le_of_rowSum_le {ρ : Matrix ι ι ℝ} (hpos : ∀ i j, 0 ≤ ρ i j) {r μ : ℝ}
    (hr : ∀ i, ∑ j, ρ i j ≤ r) (hμ : μ ∈ naturalOccupations ρ) : μ ≤ r := by
  obtain ⟨v, hv, h⟩ := hμ
  obtain ⟨k, hk⟩ := Function.ne_iff.mp hv
  -- look at the site where the eigenvector is largest in modulus
  obtain ⟨i, -, hi⟩ := Finset.exists_max_image Finset.univ (fun j => |v j|)
    ⟨k, Finset.mem_univ k⟩
  have hvi : 0 < |v i| := lt_of_lt_of_le (abs_pos.mpr hk) (hi k (Finset.mem_univ k))
  have hrow : ∑ j, ρ i j * v j = μ * v i := congrFun h i
  refine le_of_mul_le_mul_right ?_ hvi
  calc μ * |v i| ≤ |μ| * |v i| := mul_le_mul_of_nonneg_right (le_abs_self μ) hvi.le
    _ = |∑ j, ρ i j * v j| := by rw [hrow, abs_mul]
    _ ≤ ∑ j, |ρ i j * v j| := Finset.abs_sum_le_sum_abs _ _
    _ ≤ ∑ j, ρ i j * |v i| := by
        refine Finset.sum_le_sum fun j _ => ?_
        rw [abs_mul, abs_of_nonneg (hpos i j)]
        exact mul_le_mul_of_nonneg_left (hi j (Finset.mem_univ j)) (hpos i j)
    _ = (∑ j, ρ i j) * |v i| := by rw [Finset.sum_mul]
    _ ≤ r * |v i| := mul_le_mul_of_nonneg_right (hr i) hvi.le
```

## The bound and its equality case

Let $u=(1,\dots,1)$, the unnormalised uniform orbital, and let $R_i=\sum_j\rho_{ij}$. Then $(Au)_i=\lambda-R_i$, and

$$u^{T}Au=M\lambda-\sum_{i,j}\rho_{ij}=M(\lambda-n_0)\ge0,$$

so $n_0\le\lambda$. With the normalised orbital $u/\sqrt M$ the same form equals $\lambda-n_0$.

If $n_0=\lambda$, the form vanishes at $u$. For a positive semidefinite matrix this forces $Au=0$, so $R_i=\lambda$ for every $i$, and all row sums agree.

Conversely, let all row sums equal $R$. Then $n_0=MR/M=R$, and the row-sum bound with $r=n_0$ gives $\lambda\le n_0$. Together with the first inequality this is equality.

A small case shows the numbers. Take

$$\rho=\begin{pmatrix}5&2\\2&2\end{pmatrix}.$$

The trace is 7 and the determinant is 6, so the natural occupations are 6 and 1, and the orbital belonging to 6 is $(2,1)/\sqrt5$. The row sums are 7 and 4, which differ, and $n_0=11/2<6$. The form gives $u^TAu=2\cdot6-11=1=2(6-\tfrac{11}{2})$.

The theorem states the inequality and the equivalence as a conjunction. In its proof `hrow` computes $Au$, `hq` computes the quadratic form, and `hker` places $u$ in the kernel. Only the last direction, from equal row sums to equality, uses `hpos`.

```lean
/-- For a symmetric density matrix with nonnegative entries on a nonempty set of sites, the
zero-momentum occupation is at most the condensate occupation, with equality exactly when
all row sums agree. -/
theorem zeroMomentum_le_condensate [Nonempty ι] {ρ : Matrix ι ι ℝ} (hρ : ρ.IsSymm)
    (hpos : ∀ i j, 0 ≤ ρ i j) :
    zeroMomentumOccupation ρ ≤ condensateOccupation ρ ∧
      (zeroMomentumOccupation ρ = condensateOccupation ρ ↔
        ∀ i k, ∑ j, ρ i j = ∑ j, ρ k j) := by
  have hM : (0 : ℝ) < Fintype.card ι := by exact_mod_cast Fintype.card_pos
  have hpsd := shifted_posSemidef hρ
  have hrow : ∀ i, ((condensateOccupation ρ • (1 : Matrix ι ι ℝ) - ρ) *ᵥ 1) i
      = condensateOccupation ρ - ∑ j, ρ i j := by
    intro i
    rw [Matrix.sub_mulVec, Matrix.smul_mulVec, Matrix.one_mulVec]
    simp only [Pi.sub_apply, Pi.smul_apply, Pi.one_apply, smul_eq_mul, mul_one,
      Matrix.mulVec, dotProduct]
  -- the quadratic form on the uniform (zero-momentum) orbital
  have hq : star (1 : ι → ℝ) ⬝ᵥ ((condensateOccupation ρ • (1 : Matrix ι ι ℝ) - ρ) *ᵥ 1)
      = Fintype.card ι * condensateOccupation ρ - ∑ i, ∑ j, ρ i j := by
    rw [star_one, dotProduct]
    simp only [hrow, Pi.one_apply, one_mul, Finset.sum_sub_distrib, Finset.sum_const,
      Finset.card_univ, nsmul_eq_mul]
  have hle : zeroMomentumOccupation ρ ≤ condensateOccupation ρ := by
    have h0 := hpsd.dotProduct_mulVec_nonneg 1
    rw [hq] at h0
    rw [zeroMomentumOccupation, div_le_iff₀ hM]
    linarith
  refine ⟨hle, fun h => ?_, fun h => le_antisymm hle ?_⟩
  · -- equality puts the uniform orbital in the kernel
    rw [zeroMomentumOccupation, div_eq_iff hM.ne'] at h
    have hker := (hpsd.dotProduct_mulVec_zero_iff 1).1 (by rw [hq, h]; ring)
    have hi : ∀ i, condensateOccupation ρ - ∑ j, ρ i j = 0 := fun i => by
      rw [← hrow i, hker, Pi.zero_apply]
    intro i k
    linarith [hi i, hi k]
  · -- equal row sums all equal the zero-momentum occupation
    refine occupation_le_of_rowSum_le hpos (fun i => ?_)
      (condensateOccupation_isGreatest hρ).1
    have hs : ∑ k, ∑ j, ρ k j = Fintype.card ι * ∑ j, ρ i j := by
      rw [Finset.sum_congr rfl fun k _ => h k i, Finset.sum_const, Finset.card_univ,
        nsmul_eq_mul]
    rw [zeroMomentumOccupation, le_div_iff₀ hM, hs, mul_comm]
```

In a path-integral simulation with an open worldline, a histogram of the positions of its two ends at equal imaginary time, taken in the operator order $a_i^\dagger a_j$, gives $\rho_{ij}$ up to a constant factor, which can be fixed by setting the trace equal to the mean particle number. For $n_0$ two running sums are then enough, one over all entries and one over the diagonal entries. For $\lambda$ one keeps the full matrix, averages it with its transpose and diagonalises it.

## How large the deficit can be

Because the entries are nonnegative, no row sum exceeds the sum of all entries, $Mn_0$. The row-sum bound with $r=Mn_0$ gives $\lambda\le Mn_0$.

```lean
/-- For a symmetric density matrix with nonnegative entries on a nonempty set of sites, the
condensate occupation is at most the number of sites times the zero-momentum occupation. -/
theorem condensate_le_card_mul [Nonempty ι] {ρ : Matrix ι ι ℝ} (hρ : ρ.IsSymm)
    (hpos : ∀ i j, 0 ≤ ρ i j) :
    condensateOccupation ρ ≤ Fintype.card ι * zeroMomentumOccupation ρ := by
  have hM : (Fintype.card ι : ℝ) ≠ 0 := by exact_mod_cast Fintype.card_ne_zero
  rw [zeroMomentumOccupation, mul_comm, div_mul_cancel₀ _ hM]
  refine occupation_le_of_rowSum_le hpos (fun i => ?_) (condensateOccupation_isGreatest hρ).1
  exact Finset.single_le_sum (f := fun i => ∑ j, ρ i j)
    (fun k _ => Finset.sum_nonneg fun j _ => hpos k j) (Finset.mem_univ i)
```

Now let $N\ge0$ particles share a real orbital with $\sum_i\varphi_i^2=1$. For any $v$,

$$\rho v=N(\varphi\cdot v)\,\varphi.$$

Setting $v=\varphi$ shows that $N$ is a natural occupation. If $\rho v=\mu v$ with $v\ne0$ and $\varphi\cdot v=0$, then $\mu=0\le N$. If $\varphi\cdot v\neq0$, taking the scalar product with $\varphi$ gives $N(\varphi\cdot v)=\mu(\varphi\cdot v)$, so $\mu=N$. Hence $\lambda=N$, whereas

$$n_0=\frac1M\sum_{i,j}N\varphi_i\varphi_j=\frac{N}{M}\Bigl(\sum_i\varphi_i\Bigr)^2.$$

The proof computes the action of $\rho$ once, in `hmul`, and then splits on whether $\varphi\cdot v$ vanishes. The orbital may change sign here, since no nonnegativity of the entries is assumed.

```lean
omit [DecidableEq ι] in
/-- If `N ≥ 0` particles share a normalized real orbital `φ`, the condensate occupation is
`N`, while the zero-momentum occupation is `N (∑ φ)²` divided by the number of sites. -/
theorem pureCondensate_occupations {N : ℝ} (hN : 0 ≤ N) {φ : ι → ℝ} (hφ : φ ⬝ᵥ φ = 1) :
    condensateOccupation (pureCondensate N φ) = N ∧
      zeroMomentumOccupation (pureCondensate N φ) = N * (∑ i, φ i) ^ 2 / Fintype.card ι := by
  have hmul : ∀ v, pureCondensate N φ *ᵥ v = (N * (φ ⬝ᵥ v)) • φ := by
    intro v
    ext i
    simp only [pureCondensate, Matrix.mulVec, dotProduct, Matrix.of_apply, Pi.smul_apply,
      smul_eq_mul, Finset.mul_sum, Finset.sum_mul]
    exact Finset.sum_congr rfl fun j _ => by ring
  constructor
  · have hg : IsGreatest (naturalOccupations (pureCondensate N φ)) N := by
      refine ⟨⟨φ, ?_, by rw [hmul, hφ, mul_one]⟩, ?_⟩
      · rintro rfl
        simp at hφ
      · rintro μ ⟨v, hv, h⟩
        rw [hmul] at h
        by_cases hd : φ ⬝ᵥ v = 0
        · -- orbitals orthogonal to the condensate are empty
          rw [hd, mul_zero, zero_smul] at h
          rcases smul_eq_zero.1 h.symm with h | h
          · rw [h]
            exact hN
          · exact absurd h hv
        · have h1 := congrArg (fun w => φ ⬝ᵥ w) h
          simp only [dotProduct_smul, hφ, smul_eq_mul, mul_one] at h1
          exact (mul_right_cancel₀ hd h1).ge
    exact hg.csSup_eq
  · unfold zeroMomentumOccupation
    congr 1
    rw [sq, Finset.sum_mul_sum, Finset.mul_sum]
    refine Finset.sum_congr rfl fun i _ => ?_
    rw [Finset.mul_sum]
    exact Finset.sum_congr rfl fun j _ => by simp only [pureCondensate, Matrix.of_apply]; ring
```

An extremely tight trap puts all particles on one site $k$, so $\varphi_i=\delta_{ik}$ and $\sum_i\varphi_i=1$. Then $\lambda=N$ and $n_0=N/M$, which attains the bound $\lambda\le Mn_0$. For $N>0$ and $M\ge2$ the zero-momentum estimate is strictly too small, although every particle is in the condensate. In Lean the orbital is `Pi.single k 1`.

```lean
/-- If `N ≥ 0` particles all sit on one site `k`, the condensate occupation is `N`, while the
zero-momentum occupation is `N` divided by the number of sites. -/
theorem localized_condensate {N : ℝ} (hN : 0 ≤ N) (k : ι) :
    condensateOccupation (pureCondensate N (Pi.single k 1)) = N ∧
      zeroMomentumOccupation (pureCondensate N (Pi.single k 1)) = N / Fintype.card ι := by
  have hs : ∑ i, (Pi.single k 1 : ι → ℝ) i = 1 := by simp [Pi.single_apply]
  have h := pureCondensate_occupations hN (φ := Pi.single k 1) (by simp)
  rw [hs, one_pow, mul_one] at h
  exact h
```

## Equal row sums with negative entries

For a general real symmetric matrix, equal row sums do not imply $n_0=\lambda$. Take

$$\rho=\begin{pmatrix}1&-1\\-1&1\end{pmatrix}.$$

Both row sums are 0, so $n_0=0$. The vector $(1,-1)$, normalised to $(1,-1)/\sqrt2$, is an eigenvector with eigenvalue 2, so $\lambda\ge2>0$. Physically, two particles occupy the odd orbital, which is orthogonal to the uniform one. The theorem records the equal row sums and the strict inequality; the eigenvalue 2 enters its proof as `h2`.

```lean
/-- With negative entries allowed, equal row sums do not suffice: this symmetric two-site
matrix has equal row sums, yet its zero-momentum occupation is below its condensate
occupation. -/
theorem equal_rowSums_not_sufficient :
    (∀ i k, ∑ j, (!![1, -1; -1, 1] : Matrix (Fin 2) (Fin 2) ℝ) i j
        = ∑ j, (!![1, -1; -1, 1] : Matrix (Fin 2) (Fin 2) ℝ) k j) ∧
      zeroMomentumOccupation (!![1, -1; -1, 1] : Matrix (Fin 2) (Fin 2) ℝ)
        < condensateOccupation (!![1, -1; -1, 1] : Matrix (Fin 2) (Fin 2) ℝ) := by
  constructor
  · intro i k
    fin_cases i <;> fin_cases k <;> simp [Fin.sum_univ_two]
  · have hs : (!![1, -1; -1, 1] : Matrix (Fin 2) (Fin 2) ℝ).IsSymm := by
      ext i j
      fin_cases i <;> fin_cases j <;> simp
    -- the odd orbital has occupation two
    have h2 : (2 : ℝ) ∈ naturalOccupations (!![1, -1; -1, 1] : Matrix (Fin 2) (Fin 2) ℝ) := by
      refine ⟨![1, -1], fun h => ?_, ?_⟩
      · have h0 := congrFun h 0
        simp at h0
      · ext i
        fin_cases i <;> simp [Matrix.mulVec, dotProduct, Fin.sum_univ_two] <;> norm_num
    have hle := (condensateOccupation_isGreatest hs).2 h2
    have h0 : zeroMomentumOccupation (!![1, -1; -1, 1] : Matrix (Fin 2) (Fin 2) ℝ) = 0 := by
      simp [zeroMomentumOccupation, Fin.sum_univ_two]
    rw [h0]
    linarith

end

end CondensateEstimator
```

```lean
#print axioms CondensateEstimator.zeroMomentum_le_condensate
-- 'CondensateEstimator.zeroMomentum_le_condensate' depends on axioms: [propext, Classical.choice, Quot.sound]
#print axioms CondensateEstimator.condensate_le_card_mul
-- 'CondensateEstimator.condensate_le_card_mul' depends on axioms: [propext, Classical.choice, Quot.sound]
#print axioms CondensateEstimator.localized_condensate
-- 'CondensateEstimator.localized_condensate' depends on axioms: [propext, Classical.choice, Quot.sound]
#print axioms CondensateEstimator.equal_rowSums_not_sufficient
-- 'CondensateEstimator.equal_rowSums_not_sufficient' depends on axioms: [propext, Classical.choice, Quot.sound]
```
